# How a phase shift moves the s-wave levels of a hard-wall box

Outside a finite-range central potential, an $s$-wave of energy $k^2/2$ (atomic units, $k>0$) is proportional to $\sin(kr+\delta)$. For $0<\delta<\pi$ this sine has its first positive node at $R=(\pi-\delta)/k$. If $R$ lies beyond the range of the potential, a hard wall there holds a wave with $k=(\pi-\delta)/R$ instead of the empty box's lowest value $\pi/R$, and the energy differs from the empty-box value by $-\pi\delta/R^2+\delta^2/(2R^2)$.

In Lean 4 with Mathlib:

```lean
import Mathlib

open Real Filter Topology

namespace PhaseShiftInBox

noncomputable section

/-- At every radius in `s`, `u` has derivative `v` and `v` has derivative `-k² u`. On an open `s`
this is the free s-wave radial equation `u'' = -k² u`. -/
def IsFreeWave (k : ℝ) (s : Set ℝ) (u v : ℝ → ℝ) : Prop :=
  ∀ r ∈ s, HasDerivAt u (v r) r ∧ HasDerivAt v (-k ^ 2 * u r) r

/-- The value `(nπ/R)²/2`. For `n ≥ 1` and `R > 0` it is the energy of s-wave level `n` in an empty
box of radius `R`, in atomic units. -/
def boxEnergy (R : ℝ) (n : ℤ) : ℝ := (n * π / R) ^ 2 / 2

/-- The radius `(nπ - δ)/k` at which `kr + δ` equals `nπ`, for `k ≠ 0`. -/
def wallRadius (k δ : ℝ) (n : ℤ) : ℝ := (n * π - δ) / k

/-- On an open interval, two combinations of the value and slope of a free wave take the same
values at all radii. -/
theorem free_wave_invariants {k : ℝ} {s : Set ℝ} {u v : ℝ → ℝ} (hs : IsOpen s)
    (hc : IsPreconnected s) (h : IsFreeWave k s u v) {r r₀ : ℝ} (hr : r ∈ s) (hr₀ : r₀ ∈ s) :
    k * u r * Real.cos (k * r) - v r * Real.sin (k * r)
        = k * u r₀ * Real.cos (k * r₀) - v r₀ * Real.sin (k * r₀) ∧
      k * u r * Real.sin (k * r) + v r * Real.cos (k * r)
        = k * u r₀ * Real.sin (k * r₀) + v r₀ * Real.cos (k * r₀) := by
  have hl : ∀ x : ℝ, HasDerivAt (fun y : ℝ => k * y) k x := fun x =>
    ((hasDerivAt_id' x).const_mul k).congr_deriv (mul_one k)
  -- both combinations have vanishing derivative
  have h1 : ∀ x ∈ s, HasDerivAt
      (fun y => k * u y * Real.cos (k * y) - v y * Real.sin (k * y)) 0 x := fun x hx =>
    ((((h x hx).1.const_mul k).fun_mul (hl x).cos).fun_sub
      ((h x hx).2.fun_mul (hl x).sin)).congr_deriv (by ring)
  have h2 : ∀ x ∈ s, HasDerivAt
      (fun y => k * u y * Real.sin (k * y) + v y * Real.cos (k * y)) 0 x := fun x hx =>
    ((((h x hx).1.const_mul k).fun_mul (hl x).sin).fun_add
      ((h x hx).2.fun_mul (hl x).cos)).congr_deriv (by ring)
  exact ⟨hs.is_const_of_deriv_eq_zero hc
      (fun x hx => (h1 x hx).differentiableAt.differentiableWithinAt)
      (fun x hx => (h1 x hx).deriv) hr hr₀,
    hs.is_const_of_deriv_eq_zero hc
      (fun x hx => (h2 x hx).differentiableAt.differentiableWithinAt)
      (fun x hx => (h2 x hx).deriv) hr hr₀⟩

/-- A free wave with `k > 0` on an open interval, nonzero somewhere in it, is a sine with
positive amplitude `A` and a phase shift `δ` in `(-π, π]`; its slope is the matching cosine. -/
theorem exists_amplitude_phase {k : ℝ} {s : Set ℝ} {u v : ℝ → ℝ} (hk : 0 < k) (hs : IsOpen s)
    (hc : IsPreconnected s) (h : IsFreeWave k s u v) (hne : ∃ r ∈ s, u r ≠ 0) :
    ∃ A δ : ℝ, 0 < A ∧ δ ∈ Set.Ioc (-π) π ∧ ∀ r ∈ s,
      u r = A * Real.sin (k * r + δ) ∧ v r = k * A * Real.cos (k * r + δ) := by
  obtain ⟨r₀, hr₀, hu₀⟩ := hne
  obtain ⟨a, b, hab⟩ : ∃ a b : ℝ, ∀ r ∈ s,
      k * u r * Real.cos (k * r) - v r * Real.sin (k * r) = a ∧
      k * u r * Real.sin (k * r) + v r * Real.cos (k * r) = b :=
    ⟨_, _, fun r hr => free_wave_invariants hs hc h hr hr₀⟩
  -- amplitude and phase are the polar coordinates of the point (b, a)
  have hz : (⟨b, a⟩ : ℂ) ≠ 0 := by
    intro h0
    have hb : b = 0 := congrArg Complex.re h0
    have ha : a = 0 := congrArg Complex.im h0
    obtain ⟨e1, e2⟩ := hab r₀ hr₀
    have h3 : k * u r₀ = 0 := by
      linear_combination Real.cos (k * r₀) * e1 + Real.sin (k * r₀) * e2
        - k * u r₀ * Real.sin_sq_add_cos_sq (k * r₀)
        + Real.cos (k * r₀) * ha + Real.sin (k * r₀) * hb
    exact (mul_ne_zero hk.ne' hu₀) h3
  have hcos : ‖(⟨b, a⟩ : ℂ)‖ * Real.cos (Complex.arg ⟨b, a⟩) = b :=
    Complex.norm_mul_cos_arg _
  have hsin : ‖(⟨b, a⟩ : ℂ)‖ * Real.sin (Complex.arg ⟨b, a⟩) = a :=
    Complex.norm_mul_sin_arg _
  obtain ⟨A, hkA⟩ : ∃ A : ℝ, k * A = ‖(⟨b, a⟩ : ℂ)‖ :=
    ⟨‖(⟨b, a⟩ : ℂ)‖ / k, by field_simp⟩
  have hA : 0 < A := by
    have h4 : 0 < k * A := by
      rw [hkA]
      exact norm_pos_iff.2 hz
    exact (mul_pos_iff_of_pos_left hk).1 h4
  refine ⟨A, Complex.arg ⟨b, a⟩, hA, Complex.arg_mem_Ioc _, fun r hr => ?_⟩
  obtain ⟨e1, e2⟩ := hab r hr
  have hp := Real.sin_sq_add_cos_sq (k * r)
  rw [Real.sin_add, Real.cos_add]
  generalize Complex.arg ⟨b, a⟩ = δ at *
  constructor
  · apply mul_left_cancel₀ hk.ne'
    linear_combination Real.cos (k * r) * e1 + Real.sin (k * r) * e2 - k * u r * hp
      - Real.sin (k * r) * hcos - Real.cos (k * r) * hsin
      - (Real.sin (k * r) * Real.cos δ + Real.cos (k * r) * Real.sin δ) * hkA
  · linear_combination Real.cos (k * r) * e2 - Real.sin (k * r) * e1 - v r * hp
      - Real.cos (k * r) * hcos + Real.sin (k * r) * hsin
      - (Real.cos (k * r) * Real.cos δ - Real.sin (k * r) * Real.sin δ) * hkA

/-- Conversely, every phase-shifted sine is a free wave. -/
theorem sine_isFreeWave (k A δ : ℝ) (s : Set ℝ) :
    IsFreeWave k s (fun r => A * Real.sin (k * r + δ))
      (fun r => k * A * Real.cos (k * r + δ)) := by
  intro r _
  have hl : HasDerivAt (fun y : ℝ => k * y + δ) k r :=
    (((hasDerivAt_id' r).const_mul k).add_const δ).congr_deriv (mul_one k)
  have h1 : HasDerivAt (fun y => A * Real.sin (k * y + δ))
      (k * A * Real.cos (k * r + δ)) r := (hl.sin.const_mul A).congr_deriv (by ring)
  have h2 : HasDerivAt (fun y => k * A * Real.cos (k * y + δ))
      (-k ^ 2 * (A * Real.sin (k * r + δ))) r :=
    (hl.cos.const_mul (k * A)).congr_deriv (by ring)
  exact ⟨h1, h2⟩

/-- For `k > 0`, value and slope at a single radius fix the positive amplitude and the phase
shift in `(-π, π]`. -/
theorem amplitude_phase_unique {k r A B δ ε : ℝ} (hk : 0 < k) (hA : 0 < A) (hB : 0 < B)
    (hδ : δ ∈ Set.Ioc (-π) π) (hε : ε ∈ Set.Ioc (-π) π)
    (hval : A * Real.sin (k * r + δ) = B * Real.sin (k * r + ε))
    (hslope : k * A * Real.cos (k * r + δ) = k * B * Real.cos (k * r + ε)) :
    A = B ∧ δ = ε := by
  have hc : A * Real.cos (k * r + δ) = B * Real.cos (k * r + ε) :=
    mul_left_cancel₀ hk.ne' (by linear_combination hslope)
  have p1 := Real.sin_sq_add_cos_sq (k * r + δ)
  have p2 := Real.sin_sq_add_cos_sq (k * r + ε)
  have hsq : A ^ 2 = B ^ 2 := by
    linear_combination (A * Real.sin (k * r + δ) + B * Real.sin (k * r + ε)) * hval
      + (A * Real.cos (k * r + δ) + B * Real.cos (k * r + ε)) * hc - A ^ 2 * p1 + B ^ 2 * p2
  have hAB : A = B := (sq_eq_sq₀ hA.le hB.le).1 hsq
  subst hAB
  have h1 := mul_left_cancel₀ hA.ne' hval
  have h2 := mul_left_cancel₀ hA.ne' hc
  -- the two phases differ by an angle of cosine one, smaller than a full turn
  have h3 : Real.cos (δ - ε) = 1 := by
    have e : δ - ε = (k * r + δ) - (k * r + ε) := by ring
    rw [e, Real.cos_sub, h1, h2]
    linear_combination p2
  have h4 := (Real.cos_eq_one_iff_of_lt_of_lt (by linarith [hδ.1, hε.2])
    (by linarith [hδ.2, hε.1])).1 h3
  exact ⟨rfl, by linarith⟩

/-- Quantization in a box: a free wave with `k > 0` on an open interval, nonzero somewhere in it, is
`A sin(kr + δ)`. It vanishes at a wall `R > 0` in the interval exactly when `kR + δ = nπ` for an
integer `n`, and `k²/2` then differs from `boxEnergy R n` by `-nπδ/R² + δ²/(2R²)`. -/
theorem box_quantization {k : ℝ} {s : Set ℝ} {u v : ℝ → ℝ} (hk : 0 < k) (hs : IsOpen s)
    (hc : IsPreconnected s) (h : IsFreeWave k s u v) (hne : ∃ r ∈ s, u r ≠ 0) :
    ∃ A δ : ℝ, 0 < A ∧ δ ∈ Set.Ioc (-π) π ∧ (∀ r ∈ s, u r = A * Real.sin (k * r + δ)) ∧
      ∀ R ∈ s, 0 < R → (u R = 0 ↔ ∃ n : ℤ, k * R + δ = n * π) ∧
        ∀ n : ℤ, k * R + δ = n * π →
          k ^ 2 / 2 - boxEnergy R n = -(n * π * δ) / R ^ 2 + δ ^ 2 / (2 * R ^ 2) := by
  obtain ⟨A, δ, hA, hδ, hu⟩ := exists_amplitude_phase hk hs hc h hne
  refine ⟨A, δ, hA, hδ, fun r hr => (hu r hr).1, fun R hR hR0 => ⟨?_, fun n hn => ?_⟩⟩
  · rw [(hu R hR).1, mul_eq_zero, or_iff_right hA.ne', Real.sin_eq_zero_iff]
    exact ⟨fun ⟨n, hn⟩ => ⟨n, hn.symm⟩, fun ⟨n, hn⟩ => ⟨n, hn.symm⟩⟩
  · have hk' : k = (n * π - δ) / R := (eq_div_iff hR0.ne').2 (by linarith)
    rw [hk', boxEnergy]
    ring

/-- If `kR + δ = nπ` and `R ≠ 0`, the difference `k²/2 - boxEnergy R n` equals `-kδ/R - δ²/(2R²)`.
-/
theorem level_shift_wavenumber {k R δ : ℝ} {n : ℤ} (hR : R ≠ 0) (h : k * R + δ = n * π) :
    k ^ 2 / 2 - boxEnergy R n = -(k * δ / R) - δ ^ 2 / (2 * R ^ 2) := by
  have h1 : n * π / R = k + δ / R := by
    rw [← h, add_div, mul_div_cancel_right₀ k hR]
  rw [boxEnergy, h1]
  ring

/-- For `k > 0` and `R > 0`, a positive phase shift puts the level below the empty-box level
with the same `n`. -/
theorem level_lowered {k R δ : ℝ} {n : ℤ} (hk : 0 < k) (hR : 0 < R) (hδ : 0 < δ)
    (h : k * R + δ = n * π) : k ^ 2 / 2 < boxEnergy R n := by
  have h1 := level_shift_wavenumber hR.ne' h
  have h2 : 0 < k * δ / R := by positivity
  have h3 : 0 < δ ^ 2 / (2 * R ^ 2) := by positivity
  linarith

/-- At fixed `k > 0` and `δ`, as the wall moves out through the successive nodes, the level
shift times the box radius tends to `-kδ`. -/
theorem large_box_limit {k : ℝ} (hk : 0 < k) (δ : ℝ) :
    Tendsto (fun n : ℕ => wallRadius k δ n * (k ^ 2 / 2 - boxEnergy (wallRadius k δ n) n))
      atTop (𝓝 (-(k * δ))) := by
  have hR : Tendsto (fun n : ℕ => wallRadius k δ n) atTop atTop := by
    simp only [wallRadius, Int.cast_natCast, sub_eq_add_neg]
    exact (tendsto_atTop_add_const_right _ (-δ)
      (tendsto_natCast_atTop_atTop.atTop_mul_const Real.pi_pos)).atTop_div_const hk
  have hlim := (tendsto_const_nhds (x := -(k * δ))).sub (hR.const_div_atTop (δ ^ 2 / 2))
  rw [sub_zero] at hlim
  refine hlim.congr' ?_
  filter_upwards [hR.eventually_gt_atTop 0] with n hn
  have hq : k * wallRadius k δ n + δ = ((n : ℤ) : ℝ) * π := by
    have e : k * wallRadius k δ n = ((n : ℤ) : ℝ) * π - δ := by
      unfold wallRadius
      field_simp
    linarith
  rw [level_shift_wavenumber hn.ne' hq]
  have hi : wallRadius k δ n * (wallRadius k δ n)⁻¹ = 1 := mul_inv_cancel₀ hn.ne'
  generalize wallRadius k δ n = R at *
  linear_combination (k * δ + δ ^ 2 / 2 * R⁻¹) * hi

end

end PhaseShiftInBox
```

```lean
#print axioms PhaseShiftInBox.amplitude_phase_unique
#print axioms PhaseShiftInBox.box_quantization
#print axioms PhaseShiftInBox.level_lowered
#print axioms PhaseShiftInBox.large_box_limit
```

```
'PhaseShiftInBox.amplitude_phase_unique' depends on axioms: [propext, Classical.choice, Quot.sound]
'PhaseShiftInBox.box_quantization' depends on axioms: [propext, Classical.choice, Quot.sound]
'PhaseShiftInBox.level_lowered' depends on axioms: [propext, Classical.choice, Quot.sound]
'PhaseShiftInBox.large_box_limit' depends on axioms: [propext, Classical.choice, Quot.sound]
```

In `IsFreeWave k s u v`, the function $u$ is the radial wave ($r$ times the radial wavefunction), $v=u'$ is its slope, and $v'=-k^2u$ holds at every radius in $s$. This is the $s$-wave equation at energy $k^2/2$ in atomic units, where the potential vanishes. The set $s$ is open and preconnected, hence an interval, for example the region outside a finite-range potential. The potential enters the level condition only through $\delta$, which is not computed here.

`box_quantization` takes $k>0$ and a wave that is nonzero somewhere in $s$. It gives one amplitude $A>0$ and one phase $\delta\in(-\pi,\pi]$ with $u(r)=A\sin(kr+\delta)$ throughout $s$. For each $R>0$ in $s$, $u(R)=0$ exactly when $kR+\delta=n\pi$ for some integer $n$, and for that $n$

$$\frac{k^2}{2}-\frac12\left(\frac{n\pi}{R}\right)^2=-\frac{n\pi\delta}{R^2}+\frac{\delta^2}{2R^2}.$$

Since $s$ is open, the free wave is continued slightly past the wall.

The integer $n$ is a label tied to $\delta$, not a node count. For negative $\delta$ it can be $0$: the wave $\sin(kr-\pi/2)$ vanishes at $R=\pi/(2k)$ with $n=0$. The formula still holds, but the energy subtracted is then zero, which is not a level of the empty box. The wave $-\sin kr$ fits an empty box, yet the condition $A>0$ gives it $\delta=\pi$, so the formula compares it with the next level up. For a physical shift, the sign of $u$ and the branch of $\delta$ must be chosen so that $n$ labels the intended reference level.

To derive the sine form, set

$$a=ku\cos kr-v\sin kr,\qquad b=ku\sin kr+v\cos kr.$$

Differentiation gives

$$a'=kv\cos kr-k^2u\sin kr+k^2u\sin kr-kv\cos kr=0,$$
$$b'=kv\sin kr+k^2u\cos kr-k^2u\cos kr-kv\sin kr=0.$$

Both are therefore constant on the interval. `free_wave_invariants` does this with the product rule, `ring` and the theorem that a function with zero derivative on such a set is constant.

Solving for the wave gives $ku=a\cos kr+b\sin kr$ and $v=b\cos kr-a\sin kr$. If $a=b=0$, then $u$ vanishes everywhere in $s$, which is excluded. So $(b,a)$ has polar form $b=kA\cos\delta$, $a=kA\sin\delta$ with $A>0$, and the addition formulas give

$$u=A\sin(kr+\delta),\qquad v=kA\cos(kr+\delta).$$

In `exists_amplitude_phase`, $kA$ and $\delta$ are the norm and argument of the complex number $b+ia$, and `linear_combination` carries out the algebra. Conversely, `sine_isFreeWave` differentiates the sine twice.

If $(A,\delta)$ and $(B,\varepsilon)$ give the same value and slope at one radius, dividing the slopes by $k$ and adding squares gives $A^2=B^2$, so $A=B$. The sines and cosines then agree, so $\cos(\delta-\varepsilon)=1$. As $|\delta-\varepsilon|<2\pi$, the phases are equal; this is `amplitude_phase_unique`.

At the wall, $A\ne0$ leaves $\sin(kR+\delta)=0$, hence $kR+\delta=n\pi$. Inserting $k=(n\pi-\delta)/R$ and expanding the square gives the shift. Inserting $n\pi/R=k+\delta/R$ instead gives `level_shift_wavenumber`:

$$\frac{k^2}{2}-\frac12\left(k+\frac{\delta}{R}\right)^2=-\frac{k\delta}{R}-\frac{\delta^2}{2R^2}.$$

The quadratic term changes sign between the two forms, so replacing $n\pi/R$ by $k$ in the first one gives a wrong second-order term. For $k,R,\delta>0$ both terms of the second form are negative, which proves `level_lowered`.

For `large_box_limit`, $k$ and $\delta$ stay fixed while the wall moves through the nodes $R_n=(n\pi-\delta)/k$. Once $R_n>0$, the shift times $R_n$ is $-k\delta-\delta^2/(2R_n)$, which tends to $-k\delta$.

In a one-electron calculation with a finite-range central potential, a hard wall placed beyond that range turns the $s$-wave continuum into discrete levels. From a computed level $E>0$, a code can take $k=\sqrt{2E}$ and read off $\delta=n\pi-kR$, up to multiples of $\pi$. Since $\delta$ generally depends on $k$, each level gives the phase shift at its own energy. In a Coulomb tail the wave is not free, and the sine form above does not apply there.
